# For a bosonic mode with [a, a†] = 1, the normal-ordered power :(a + a†)ⁿ: is the Hermite polynomial Heₙ(a + a†)

For a single bosonic mode, `hermite_eq_normalPow` says that the n-th Hermite polynomial, in the probabilists' convention, evaluated at a + b equals the normal-ordered power ∑ₖ C(n,k) bᵏaⁿ⁻ᵏ, for every natural number n. Here a and b play the parts of annihilation and creation operators, but the statement is purely algebraic: they are elements of any ring with ab − ba = 1, and b need not be the adjoint of a. The proof is by induction on n. It matches the Hermite recursion, whose derivative term becomes a commutator with a, against a recursion `step` for the normal-ordered power, in which a further factor puts b on the far left or a on the far right.

In Lean, a first try:

```lean
import Mathlib

open Polynomial

namespace HermiteWick

/-- The normal-ordered power `:(a + b)^n:`, a binomial sum with every `b` left of every `a`. -/
def normalPow {A : Type*} [Ring A] (a b : A) (n : ℕ) : A :=
  ∑ k ∈ Finset.range (n + 1), n.choose k • (b ^ k * a ^ (n - k))

/-- If `[a, b] = 1`, the commutator of `a` with a polynomial in `a + b` is the derivative of that
polynomial, evaluated at `a + b`. -/
theorem commutator_aeval {A : Type*} [Ring A] {a b : A} (h : a * b - b * a = 1) (p : ℤ[X]) :
    a * aeval (a + b) p - aeval (a + b) p * a = aeval (a + b) (derivative p) := by
  induction p using Polynomial.induction_on with
  | C r => rw [aeval_C, derivative_C, map_zero, Algebra.commutes, sub_self]
  | add p q hp hq =>
    simp only [map_add, ← hp, ← hq]
    noncomm_ring
  | monomial n r ih =>
    rw [pow_succ, ← mul_assoc]
    generalize C r * X ^ n = q at ih ⊢
    rw [derivative_mul, derivative_X, mul_one]
    simp only [map_add, map_mul, aeval_X, ← ih]
    generalize aeval (a + b) q = Q
    calc a * (Q * (a + b)) - Q * (a + b) * a
        = (a * Q - Q * a) * (a + b) + Q * (a * b - b * a) := by noncomm_ring
      _ = (a * Q - Q * a) * (a + b) + Q := by rw [h, mul_one]

/-- For ladder operators with `[a, b] = 1`, the Hermite polynomial of `a + b` is the
normal-ordered power of `a + b`. -/
theorem hermite_eq_normalPow {A : Type*} [Ring A] {a b : A} (h : a * b - b * a = 1) (n : ℕ) :
    aeval (a + b) (hermite n) = normalPow a b n := by
  -- a further factor puts `b` on the far left or `a` on the far right
  have step : ∀ m, normalPow a b (m + 1) = b * normalPow a b m + normalPow a b m * a := by
    intro m
    unfold normalPow
    refine (Finset.sum_antidiagonal_choose_succ_nsmul (fun i j => b ^ i * a ^ j) m).trans ?_
    rw [add_comm, Finset.mul_sum, Finset.sum_mul]
    congr 1
    · refine Finset.sum_congr rfl fun ij hij => ?_
      rw [← Nat.choose_symm_of_eq_add (Finset.mem_antidiagonal.1 hij).symm]
      simp only [pow_succ', mul_smul_comm, mul_assoc]
    · refine Finset.sum_congr rfl fun ij _ => ?_
      simp only [pow_succ, smul_mul_assoc, mul_assoc]
  induction n with
  | zero => simp [normalPow]
  | succ n ih =>
    rw [step, ← ih, hermite_succ, map_sub, map_mul, aeval_X, ← commutator_aeval h]
    noncomm_ring

end HermiteWick
```

Compiling this gives:

```
Main.lean:38:4: error: Type mismatch
  Eq.trans (Finset.sum_antidiagonal_choose_succ_nsmul (fun i j => b ^ i * a ^ j) m) ?m.82
has type
  ∑ ij ∈ Finset.HasAntidiagonal.antidiagonal (m + 1), (m + 1).choose ij.1 • (b ^ ij.1 * a ^ ij.2) = ?m.81
but is expected to have type
  ∑ k ∈ Finset.range (m + 1 + 1), (m + 1).choose k • (b ^ k * a ^ (m + 1 - k)) =
    b * ∑ k ∈ Finset.range (m + 1), m.choose k • (b ^ k * a ^ (m - k)) +
      (∑ k ∈ Finset.range (m + 1), m.choose k • (b ^ k * a ^ (m - k))) * a
```

The error is in the proof of `step`. `Finset.sum_antidiagonal_choose_succ_nsmul` is a Pascal-type identity for sums over the antidiagonal, the pairs (i, j) with i + j = m + 1. After `unfold normalPow`, however, the goal's left side is a sum over single indices k in `Finset.range (m + 1 + 1)`, with the second exponent written as m + 1 − k. The two sums are equal, but by a theorem, not by unfolding definitions, so `.trans` cannot join the identity to the goal and Lean reports a type mismatch.

The repair first rewrites backwards with `Finset.Nat.sum_antidiagonal_eq_sum_range_succ`, the theorem that links the two forms. One rewrite turns the left side into the antidiagonal sum that the identity expects; the other converts both sums on the right, so that the later steps compare antidiagonal sums with each other.

The new `hm` states separately the equation `ij.1 + ij.2 = m`, which the old line took directly from `Finset.mem_antidiagonal`. It plays no part in curing the reported error. Lean abandoned the proof of `step` at the mismatch and never reached the old line, so the messages do not show whether that line also needed changing.

The mended proof, as a diff:

```diff
@@ -36,9 +36,14 @@
     intro m
     unfold normalPow
+    rw [← Finset.Nat.sum_antidiagonal_eq_sum_range_succ
+        (fun i j => (m + 1).choose i • (b ^ i * a ^ j)) (m + 1),
+      ← Finset.Nat.sum_antidiagonal_eq_sum_range_succ
+        (fun i j => m.choose i • (b ^ i * a ^ j)) m]
     refine (Finset.sum_antidiagonal_choose_succ_nsmul (fun i j => b ^ i * a ^ j) m).trans ?_
     rw [add_comm, Finset.mul_sum, Finset.sum_mul]
     congr 1
     · refine Finset.sum_congr rfl fun ij hij => ?_
-      rw [← Nat.choose_symm_of_eq_add (Finset.mem_antidiagonal.1 hij).symm]
+      have hm : ij.1 + ij.2 = m := by simpa using hij
+      rw [← Nat.choose_symm_of_eq_add hm.symm]
       simp only [pow_succ', mul_smul_comm, mul_assoc]
     · refine Finset.sum_congr rfl fun ij _ => ?_
```
